# One-point Gauss–Hermite DVR gives 1/4 for a quartic oscillator whose energy is at least 1/2

A code that treats the lowest eigenvalue of a discrete variable representation (DVR) as an upper bound to the ground-state energy can accept a level that is too low. The smallest Gauss–Hermite grid already shows this for the potential

V(x) = x²/2 + λx⁴, λ ≥ 0,

in units with ħ = m = 1.

## The level 1/4 and the bound 1/2

Every real, continuously differentiable, compactly supported wave function ψ with ∫ψ² = 1 satisfies

E[ψ] = ∫ (ψ'²/2 + Vψ²) dx ≥ 1/2.

The one-point DVR has the single basis function

φ(x) = π^(-1/4) exp(-x²/2)

and one node, x = 0. Its level, the exact kinetic element plus V(0), is 1/4 for every λ.

## Upper bounds and quadrature in a DVR code

The variational principle gives an upper bound when all matrix elements are exact. A DVR code replaces the potential matrix by values at the nodes, so a test that expects convergence from above, or selects the grid with the lowest energy, needs a separate justification. The counterexample here is for one particle in one dimension with one basis function; it gives no error estimate for larger grids.

## Gaussian moments and a completed square

Write ⟨xⁿ⟩ = ∫ xⁿφ² dx. Since φ² = exp(-x²)/√π, the Gaussian integral gives ⟨1⟩ = 1. Differentiation gives φ' = -xφ, hence

(φ²)' = -2xφ²,

(xⁿ⁺¹φ²)' = (n+1)xⁿφ² - 2xⁿ⁺²φ².

Both left sides integrate to zero, so

⟨x⟩ = 0, ⟨xⁿ⁺²⟩ = (n+1)/2 · ⟨xⁿ⟩.

Thus the node is 0, ⟨x²⟩ = 1/2 and ⟨x⁴⟩ = 3/4. The DVR level is

½∫φ'² dx + V(0) = ½⟨x²⟩ + 0 = 1/4.

For a trial function ψ, completing the square gives

ψ'²/2 + Vψ² = ½(ψ' + xψ)² - xψψ' + λx⁴ψ².

From (xψ²)' = ψ² + 2xψψ' it follows that

-xψψ' = ½ψ² - ½(xψ²)'.

The total derivative integrates to zero because ψ has compact support, which leaves

E[ψ] = ½∫ψ² dx + ½∫(ψ' + xψ)² dx + λ∫x⁴ψ² dx ≥ ½∫ψ² dx.

With unit norm the right side is 1/2.

Integrating the potential exactly with the same φ shows where the low value comes from:

E[φ] = ½⟨x²⟩ + ½⟨x²⟩ + λ⟨x⁴⟩ = 1/2 + 3λ/4.

The one-point quadrature drops the potential energy 1/4 + 3λ/4. In the harmonic limit λ = 0, φ has energy exactly 1/2, while the DVR still returns 1/4.

## The derivation in Lean

`positionMoment n` is ⟨xⁿ⟩, and `dvrLevel` evaluates the potential at `positionMoment 1`, the single element of the position matrix. The node is therefore computed, and `norm_and_node` proves that it is 0. That lemma and `positionMoment_add_two` integrate the total derivatives above with `integral_eq_zero_of_hasDerivAt_of_integrable`; `dvrLevel_quartic` then assembles the level.

In `half_norm_le_energy`, continuity and compact support make each term integrable, and `hzero` is the vanishing integral of (xψ²)'. The final `integral_mono` compares the integrands pointwise, where `nlinarith` receives the two non-negative terms: the completed square and the quartic term. `energy_basisFn` is the comparison with the exactly integrated potential.

```lean
import Mathlib

open MeasureTheory Real

namespace OnePointHermiteDVR

noncomputable section

/-- The potential `x²/2 + lam x⁴` of the quartic anharmonic oscillator. -/
def quartic (lam x : ℝ) : ℝ := x ^ 2 / 2 + lam * x ^ 4

/-- The energy integral of a real wave function `ψ` in the potential `V`
(units with `ħ = m = 1`). -/
def energy (V ψ : ℝ → ℝ) : ℝ := ∫ x : ℝ, (deriv ψ x ^ 2 / 2 + V x * ψ x ^ 2)

/-- The lowest Hermite function `π^(-1/4) exp(-x²/2)`, the only basis function of the
one-point DVR. -/
def basisFn (x : ℝ) : ℝ := π ^ (-(1 / 4) : ℝ) * Real.exp (-x ^ 2 / 2)

/-- The expectation value of `xⁿ` in the basis function. -/
def positionMoment (n : ℕ) : ℝ := ∫ x : ℝ, x ^ n * basisFn x ^ 2

/-- The one-point DVR level: the exact kinetic element plus the potential at the node,
where the node is the single element of the position matrix. -/
def dvrLevel (V : ℝ → ℝ) : ℝ :=
  (∫ x : ℝ, deriv basisFn x ^ 2 / 2) + V (positionMoment 1)

private theorem hasDerivAt_sq {f : ℝ → ℝ} {f' x : ℝ} (h : HasDerivAt f f' x) :
    HasDerivAt (fun y => f y ^ 2) (2 * f x * f') x := by
  simpa using h.fun_pow 2

/-- The square of the basis function is the normalised Gauss-Hermite weight `exp(-x²)/√π`. -/
theorem basisFn_sq (x : ℝ) : basisFn x ^ 2 = (√π)⁻¹ * Real.exp (-x ^ 2) := by
  have h1 : (π ^ (-(1 / 4) : ℝ)) ^ 2 = (√π)⁻¹ := by
    rw [← Real.rpow_natCast, ← Real.rpow_mul pi_pos.le, Real.sqrt_eq_rpow,
      ← Real.rpow_neg pi_pos.le]
    congr 1
    norm_num
  have h2 : Real.exp (-x ^ 2 / 2) ^ 2 = Real.exp (-x ^ 2) := by
    rw [← Real.exp_nat_mul]
    congr 1
    push_cast
    ring
  rw [basisFn, mul_pow, h1, h2]

/-- The basis function `φ` has derivative `φ' = -x φ` at every point. -/
theorem hasDerivAt_basisFn (x : ℝ) : HasDerivAt basisFn (-x * basisFn x) x := by
  have h2 : HasDerivAt (fun y : ℝ => y ^ 2) (2 * x) x := by
    simpa using hasDerivAt_pow 2 x
  have h : HasDerivAt (fun y : ℝ => -y ^ 2 / 2) (-x) x :=
    (h2.fun_neg.div_const 2).congr_deriv (by ring)
  refine (h.exp.const_mul (π ^ (-(1 / 4) : ℝ))).congr_deriv ?_
  simp only [basisFn]
  ring

private theorem integrable_moment (n : ℕ) :
    Integrable (fun x : ℝ => x ^ n * basisFn x ^ 2) := by
  have hn : (-1 : ℝ) < n := by
    have : (0 : ℝ) ≤ n := n.cast_nonneg
    linarith
  have h : Integrable (fun x : ℝ => x ^ n * Real.exp (-x ^ 2)) := by
    simpa [Real.rpow_natCast] using
      integrable_rpow_mul_exp_neg_mul_sq (b := 1) one_pos hn
  refine (h.const_mul (√π)⁻¹).congr (Filter.Eventually.of_forall fun x => ?_)
  simp only [basisFn_sq]
  ring

/-- The basis function has unit norm, and its mean position, the DVR node, is `0`. -/
theorem norm_and_node : positionMoment 0 = 1 ∧ positionMoment 1 = 0 := by
  constructor
  · have hg : ∫ x : ℝ, Real.exp (-x ^ 2) = √π := by
      simpa using integral_gaussian 1
    simp only [positionMoment, pow_zero, one_mul, basisFn_sq]
    rw [integral_const_mul, hg]
    exact inv_mul_cancel₀ (Real.sqrt_pos.mpr pi_pos).ne'
  · -- the density has derivative `-2 x φ²`, whose integral vanishes
    have hd : ∀ x : ℝ, HasDerivAt (fun y => basisFn y ^ 2)
        (-2 * (x ^ 1 * basisFn x ^ 2)) x := fun x =>
      (hasDerivAt_sq (hasDerivAt_basisFn x)).congr_deriv (by ring)
    have hi : Integrable (fun x : ℝ => basisFn x ^ 2) := by
      simpa only [pow_zero, one_mul] using integrable_moment 0
    have h := integral_eq_zero_of_hasDerivAt_of_integrable hd
      ((integrable_moment 1).const_mul (-2)) hi
    rw [integral_const_mul] at h
    unfold positionMoment
    linarith

/-- Recursion for the position moments: `⟨xⁿ⁺²⟩ = (n+1)/2 ⟨xⁿ⟩`. -/
theorem positionMoment_add_two (n : ℕ) :
    positionMoment (n + 2) = (n + 1) / 2 * positionMoment n := by
  have hd : ∀ x : ℝ, HasDerivAt (fun y => y ^ (n + 1) * basisFn y ^ 2)
      ((n + 1) * (x ^ n * basisFn x ^ 2) - 2 * (x ^ (n + 2) * basisFn x ^ 2)) x := by
    intro x
    have h1 : HasDerivAt (fun y : ℝ => y ^ (n + 1)) ((n + 1) * x ^ n) x := by
      simpa using hasDerivAt_pow (n + 1) x
    exact (h1.fun_mul (hasDerivAt_sq (hasDerivAt_basisFn x))).congr_deriv (by ring)
  have i1 := (integrable_moment n).const_mul ((n : ℝ) + 1)
  have i2 := (integrable_moment (n + 2)).const_mul 2
  have h := integral_eq_zero_of_hasDerivAt_of_integrable hd (i1.sub i2)
    (integrable_moment (n + 1))
  rw [integral_sub i1 i2, integral_const_mul, integral_const_mul] at h
  unfold positionMoment
  linarith

/-- The one-point DVR level of the quartic oscillator is `1/4` for every coupling. -/
theorem dvrLevel_quartic (lam : ℝ) : dvrLevel (quartic lam) = 1 / 4 := by
  have hk : ∀ x : ℝ, deriv basisFn x ^ 2 / 2 = 1 / 2 * (x ^ 2 * basisFn x ^ 2) := by
    intro x
    rw [(hasDerivAt_basisFn x).deriv]
    ring
  have h2 := positionMoment_add_two 0
  rw [norm_and_node.1] at h2
  norm_num at h2
  unfold dvrLevel
  simp only [hk]
  rw [integral_const_mul, norm_and_node.2]
  change 1 / 2 * positionMoment 2 + quartic lam 0 = 1 / 4
  rw [h2]
  norm_num [quartic]

/-- For `lam ≥ 0` the energy integral of a C¹ compactly supported wave function is at
least half its squared norm. -/
theorem half_norm_le_energy {lam : ℝ} (hlam : 0 ≤ lam) {ψ : ℝ → ℝ}
    (hψ : ContDiff ℝ 1 ψ) (hs : HasCompactSupport ψ) :
    1 / 2 * ∫ x : ℝ, ψ x ^ 2 ≤ energy (quartic lam) ψ := by
  obtain ⟨hdiff, hc'⟩ := contDiff_one_iff_deriv.mp hψ
  have hc := hψ.continuous
  have hV : Continuous (quartic lam) := by
    unfold quartic
    fun_prop
  have key : ∀ g : ℝ → ℝ, Continuous g → Integrable (fun x => g x * ψ x) :=
    fun g hg => (hg.mul hc).integrable_of_hasCompactSupport hs.mul_left
  have iN : Integrable (fun x => ψ x ^ 2) := by
    simpa only [sq] using key ψ hc
  have iK : Integrable (fun x => deriv ψ x ^ 2) := by
    have h : Integrable (fun x => deriv ψ x * deriv ψ x) :=
      (hc'.mul hc').integrable_of_hasCompactSupport hs.deriv.mul_left
    simpa only [sq] using h
  have iV : Integrable (fun x => quartic lam x * ψ x ^ 2) :=
    (key (fun x => quartic lam x * ψ x) (hV.mul hc)).congr
      (Filter.Eventually.of_forall fun x => by beta_reduce; ring)
  have iF : Integrable (fun x => x * ψ x ^ 2) :=
    (key (fun x => x * ψ x) (continuous_id.mul hc)).congr
      (Filter.Eventually.of_forall fun x => by beta_reduce; ring)
  have iF' : Integrable (fun x => 1 * ψ x ^ 2 + x * (2 * ψ x * deriv ψ x)) :=
    (key (fun x => ψ x + x * (2 * deriv ψ x))
      (hc.add (continuous_id.mul (continuous_const.mul hc')))).congr
      (Filter.Eventually.of_forall fun x => by beta_reduce; ring)
  -- the total derivative of `x ψ²` integrates to zero
  have hzero := integral_eq_zero_of_hasDerivAt_of_integrable
    (fun x => (hasDerivAt_id' x).fun_mul (hasDerivAt_sq (hdiff x).hasDerivAt)) iF' iF
  have hI : ∫ x : ℝ, (1 / 2 * ψ x ^ 2
      - 1 / 2 * (1 * ψ x ^ 2 + x * (2 * ψ x * deriv ψ x)))
      = 1 / 2 * ∫ x : ℝ, ψ x ^ 2 := by
    rw [integral_sub (iN.const_mul _) (iF'.const_mul _), integral_const_mul,
      integral_const_mul, hzero]
    ring
  rw [← hI]
  unfold energy
  -- pointwise, the difference is `(ψ' + x ψ)²/2 + lam x⁴ ψ²`
  refine integral_mono ((iN.const_mul _).sub (iF'.const_mul _))
    ((iK.div_const 2).add iV) fun x => ?_
  simp only [quartic]
  nlinarith [sq_nonneg (deriv ψ x + x * ψ x),
    mul_nonneg hlam (sq_nonneg (x ^ 2 * ψ x))]

/-- For `lam ≥ 0` the one-point DVR level is `1/4`, while every C¹ compactly supported
real wave function of unit norm has energy at least `1/2`. -/
theorem dvr_below_exact_bound {lam : ℝ} (hlam : 0 ≤ lam) :
    dvrLevel (quartic lam) = 1 / 4 ∧
      ∀ ψ : ℝ → ℝ, ContDiff ℝ 1 ψ → HasCompactSupport ψ → ∫ x : ℝ, ψ x ^ 2 = 1 →
        1 / 2 ≤ energy (quartic lam) ψ := by
  refine ⟨dvrLevel_quartic lam, fun ψ hψ hs hn => ?_⟩
  have h := half_norm_le_energy hlam hψ hs
  rw [hn] at h
  linarith

/-- With the potential integrated exactly, the same basis function has energy
`1/2 + 3 lam/4`. -/
theorem energy_basisFn (lam : ℝ) :
    energy (quartic lam) basisFn = 1 / 2 + 3 / 4 * lam := by
  have hk : ∀ x : ℝ, deriv basisFn x ^ 2 / 2 + quartic lam x * basisFn x ^ 2
      = x ^ 2 * basisFn x ^ 2 + lam * (x ^ 4 * basisFn x ^ 2) := by
    intro x
    rw [(hasDerivAt_basisFn x).deriv, quartic]
    ring
  have h2 := positionMoment_add_two 0
  have h4 := positionMoment_add_two 2
  rw [norm_and_node.1] at h2
  norm_num at h2 h4
  unfold energy
  simp only [hk]
  rw [integral_add (integrable_moment 2) ((integrable_moment 4).const_mul lam),
    integral_const_mul]
  change positionMoment 2 + lam * positionMoment 4 = _
  rw [h4, h2]
  ring

end

end OnePointHermiteDVR
```

```lean
#print axioms OnePointHermiteDVR.dvrLevel_quartic
-- 'OnePointHermiteDVR.dvrLevel_quartic' depends on axioms: [propext, Classical.choice, Quot.sound]
#print axioms OnePointHermiteDVR.dvr_below_exact_bound
-- 'OnePointHermiteDVR.dvr_below_exact_bound' depends on axioms: [propext, Classical.choice, Quot.sound]
#print axioms OnePointHermiteDVR.energy_basisFn
-- 'OnePointHermiteDVR.energy_basisFn' depends on axioms: [propext, Classical.choice, Quot.sound]
```

## Trial functions and grids covered by the theorem

`dvr_below_exact_bound` takes a real `lam` with `0 ≤ lam` and states two things together: the DVR level equals 1/4, and `energy (quartic lam) ψ` is at least 1/2 for every admissible ψ. Admissible means real-valued, `ContDiff ℝ 1` (continuously differentiable), `HasCompactSupport` (zero outside a bounded region) and of unit norm. The condition on `lam` keeps the quartic term from lowering the energy; only the bound uses it, and the DVR value holds for either sign.

The energy is an integral over the whole line, with no box or grid in it. The Gaussian φ is not compactly supported, so its energy has its own theorem. Carrying the bound over to the ground-state energy of the Hamiltonian operator takes a density argument that the file does not contain. For λ > 0 the value 1/2 is a lower bound, not the ground-state energy itself.
